# Counting magnetic moment patterns with a given one-dimensional character

## Complex moments on a finite set of sites

Moment patterns are taken here to be complex, although static magnetic moments are real. This lets a symmetry operation multiply a pattern by a complex phase, as the nontrivial characters of a threefold rotation group require. With real patterns and characters $\pm1$, the same formula would give the real dimension, but modes with complex phases would be lost.

Let a finite group $G$ permute a finite set $V$ of sites, such as those of one magnetic cell. A pattern $m$ has components $m(v,i)$, with $v\in V$ and $i$ one of three Cartesian directions. The orthogonal matrix $R(g)$ is the point part of $g\in G$. Moments are axial vectors, so they turn by $A(g)=\det R(g)\,R(g)$:

$$(\rho(g)m)(v,i)=\sum_j A(g)_{ij}\,m(g^{-1}v,j).$$

Let $\chi$ be a homomorphism from $G$ to the unit circle. A $\chi$-mode satisfies $\rho(g)m=\chi(g)m$ for all $g$. For a real pattern, $\chi(g)=-1$ means that $g$ combined with time reversal is a symmetry.

## The projector and its rank

Define $P=|G|^{-1}\sum_g\overline{\chi(g)}\,\rho(g)$. Its range is the space of $\chi$-modes, and

$$\operatorname{rank}P=\frac1{|G|}\sum_g\overline{\chi(g)}\,\mathrm{fix}(g)\det R(g)\operatorname{tr}R(g),$$

where $\mathrm{fix}(g)$ counts the sites that $g$ leaves in place.

Since $A(hg)=A(h)A(g)$, applying $\rho$ twice gives $\rho(h)\rho(g)=\rho(hg)$. With $\overline{\chi(g)}=\chi(h)\overline{\chi(hg)}$,

$$\rho(h)Pm=\frac{\chi(h)}{|G|}\sum_g\overline{\chi(hg)}\,\rho(hg)m=\chi(h)Pm,$$

because $hg$ runs over $G$ as $g$ does. So $Pm$ is a $\chi$-mode. If $m$ is already one, each term of $Pm$ is $\overline{\chi(g)}\chi(g)m=m$, and $Pm=m$. Hence $P^2=P$, and the range is as stated.

A projection is 1 on its range and 0 on its kernel, so its rank is its trace. The diagonal entry of $\rho(g)$ at $(v,i)$ is $A(g)_{ii}$ if $gv=v$ and 0 otherwise, so $\operatorname{tr}\rho(g)=\mathrm{fix}(g)\det R(g)\operatorname{tr}R(g)$. Averaging gives the formula.

## Free orbits and vanishing net moment

If only the identity fixes any site, only $g=1$ contributes, and $|G|\operatorname{rank}P=3|V|$. Without that condition this can fail: for one site and $G=\{1,\text{inversion}\}$ with $\chi=1$, inversion leaves axial vectors unchanged. All three directions are modes, and $2\cdot3\ne3$.

The net moment $M_i=\sum_v m(v,i)$ of a $\chi$-mode obeys

$$\sum_jA(g)_{ij}M_j=\sum_v(\rho(g)m)(v,i)=\chi(g)M_i,$$

since $g^{-1}$ only permutes the sites. Thus $M$ is a $\chi$-mode on a single site. If $\sum_g\overline{\chi(g)}\det R(g)\operatorname{tr}R(g)=0$, there are no nonzero modes of that kind, and $M=0$.

Take the sites $(\tfrac12,0,0)$ and $(0,\tfrac12,0)$ of a primitive tetragonal cell, in fractional coordinates, and count sites that differ by a lattice translation as one. The fourfold rotation about the $z$ axis exchanges them, and its square leaves both in place. With $\chi=-1$ on this generator, the sum above is $3-1-1-1=0$. The mode count is $(6-2)/4=1$: opposite moments along the axis.

Such compensation occurs in altermagnets, but also in ordinary antiferromagnets; this finite model of moments contains no electronic bands and so no spin splitting.

## How the Lean statement encodes the model

A pattern is a function `V × Fin 3 → ℂ`, `momentRep` is $\rho$, and `modes` is the subspace of $\chi$-modes. `(R g).1` is the real matrix underlying the orthogonal group element. The sites have no coordinates, so nothing ties their permutation to $R$ geometrically. Spins turn with the lattice; independent spin rotations are not included.

`projector_range_and_rank` states the range and the rank, the latter as an equality of complex numbers.

```lean
import Mathlib

open Matrix ComplexConjugate

namespace MagneticModeCount

noncomputable section

variable {G : Type*} [Group G] [Fintype G]
variable (V : Type*) [Fintype V] [DecidableEq V] [MulAction G V]
variable (R : G →* Matrix.orthogonalGroup (Fin 3) ℝ) (χ : G →* Circle)

/-- The matrix `det(R) R` by which a symmetry operation turns a magnetic moment,
an axial vector. -/
def axial (g : G) : Matrix (Fin 3) (Fin 3) ℝ := (R g).1.det • (R g).1

/-- The magnetic representation: `g` carries the moment at site `w` to site `g • w`
and turns it as an axial vector. -/
def momentRep (g : G) : Matrix (V × Fin 3) (V × Fin 3) ℂ :=
  Matrix.of fun p q => if p.1 = g • q.1 then (axial R g p.2 q.2 : ℂ) else 0

/-- The symmetry projector `P = |G|⁻¹ ∑ conj χ(g) ρ(g)` on moment patterns. -/
def projector : Matrix (V × Fin 3) (V × Fin 3) ℂ :=
  (Fintype.card G : ℂ)⁻¹ • ∑ g : G, conj (χ g : ℂ) • momentRep V R g

/-- The `χ`-modes: moment patterns that every operation `g` multiplies by `χ(g)`. -/
def modes : Submodule ℂ (V × Fin 3 → ℂ) where
  carrier := {m | ∀ g : G, momentRep V R g *ᵥ m = (χ g : ℂ) • m}
  add_mem' := by
    intro a b ha hb g
    rw [Matrix.mulVec_add, ha g, hb g, smul_add]
  zero_mem' := by
    intro g
    rw [Matrix.mulVec_zero, smul_zero]
  smul_mem' := by
    intro c a ha g
    rw [Matrix.mulVec_smul, ha g, smul_comm]

/-- The number of sites left in place by `g`. -/
def fixedSites (g : G) : ℕ := (Finset.univ.filter fun v : V => g • v = v).card

variable {V}

/-- The net moment of a pattern: the sum of the moments of all sites. -/
def netMoment (m : V × Fin 3 → ℂ) (i : Fin 3) : ℂ := ∑ v, m (v, i)

omit [Fintype G] in
/-- Axial matrices compose like the symmetry operations. -/
theorem axial_mul (g h : G) : axial R (g * h) = axial R g * axial R h := by
  have e : (R (g * h)).1 = (R g).1 * (R h).1 := by rw [map_mul]; rfl
  unfold axial
  rw [e, Matrix.det_mul, smul_mul_assoc, mul_smul_comm, smul_smul]

omit [Fintype G] in
/-- After the operation `g`, site `v` carries the turned moment of site `g⁻¹ • v`. -/
theorem momentRep_mulVec (g : G) (m : V × Fin 3 → ℂ) (v : V) (i : Fin 3) :
    (momentRep V R g *ᵥ m) (v, i) = ∑ j, (axial R g i j : ℂ) * m (g⁻¹ • v, j) := by
  simp only [Matrix.mulVec, dotProduct, momentRep, Matrix.of_apply, Fintype.sum_prod_type]
  rw [Finset.sum_eq_single (g⁻¹ • v)]
  · simp
  · intro w _ hw
    have hne : v ≠ g • w := fun h => hw (by rw [h, inv_smul_smul])
    simp [hne]
  · intro h
    exact absurd (Finset.mem_univ _) h

omit [Fintype G] in
/-- Two operations applied in turn to a moment pattern act as their product. -/
theorem momentRep_comp (h g : G) (m : V × Fin 3 → ℂ) :
    momentRep V R h *ᵥ (momentRep V R g *ᵥ m) = momentRep V R (h * g) *ᵥ m := by
  ext ⟨v, i⟩
  simp only [momentRep_mulVec, axial_mul, Matrix.mul_apply, _root_.mul_inv_rev, mul_smul,
    Fin.sum_univ_three]
  push_cast
  ring

/-- The projector sends every moment pattern to a `χ`-mode and leaves every `χ`-mode
unchanged. -/
theorem projector_isProj : LinearMap.IsProj (modes V R χ) (projector V R χ).mulVecLin := by
  have hχ : ∀ g, (χ g : ℂ) * conj (χ g : ℂ) = 1 := fun g => by
    rw [Complex.mul_conj, Circle.normSq_coe, Complex.ofReal_one]
  have hP : ∀ m, projector V R χ *ᵥ m =
      (Fintype.card G : ℂ)⁻¹ • ∑ g : G, conj (χ g : ℂ) • (momentRep V R g *ᵥ m) := by
    intro m
    rw [projector, Matrix.smul_mulVec, Matrix.sum_mulVec]
    simp only [Matrix.smul_mulVec]
  constructor
  · intro m h
    rw [Matrix.mulVecLin_apply, hP, Matrix.mulVec_smul, Matrix.mulVec_sum,
      smul_comm (χ h : ℂ) ((Fintype.card G : ℂ)⁻¹)]
    congr 1
    rw [Finset.smul_sum]
    -- relabel the group sum by g ↦ h g
    refine Fintype.sum_equiv (Equiv.mulLeft h) _ _ fun g => ?_
    change _ = (χ h : ℂ) • conj (χ (h * g) : ℂ) • (momentRep V R (h * g) *ᵥ m)
    rw [Matrix.mulVec_smul, momentRep_comp, smul_smul]
    congr 1
    rw [map_mul, Circle.coe_mul, map_mul]
    linear_combination (-(conj (χ g : ℂ))) * hχ h
  · intro m hm
    have e : ∀ g : G, conj (χ g : ℂ) • (momentRep V R g *ᵥ m) = m := fun g => by
      rw [hm g, smul_smul, mul_comm, hχ, one_smul]
    rw [Matrix.mulVecLin_apply, hP, Finset.sum_congr rfl (fun g _ => e g),
      Finset.sum_const, Finset.card_univ, ← Nat.cast_smul_eq_nsmul ℂ, smul_smul,
      inv_mul_cancel₀ (Nat.cast_ne_zero.mpr Fintype.card_ne_zero), one_smul]

omit [Fintype G] in
/-- The character of the magnetic representation is the number of fixed sites times
`det R(g) tr R(g)`. -/
theorem trace_momentRep (g : G) : (momentRep V R g).trace =
    fixedSites V g * (((R g).1.det * (R g).1.trace : ℝ) : ℂ) := by
  have ha : (R g).1.det * (R g).1.trace = ∑ i, axial R g i i := by
    simp only [axial, Matrix.trace, Matrix.diag_apply, Matrix.smul_apply, smul_eq_mul,
      Finset.mul_sum]
  have e : ∀ v : V, (∑ i, if v = g • v then (axial R g i i : ℂ) else 0) =
      if g • v = v then ∑ i, (axial R g i i : ℂ) else 0 := by
    intro v
    by_cases h : g • v = v
    · simp [h]
    · simp [h, Ne.symm h]
  rw [ha, Complex.ofReal_sum]
  simp only [Matrix.trace, Matrix.diag_apply, momentRep, Matrix.of_apply,
    Fintype.sum_prod_type]
  rw [Finset.sum_congr rfl (fun v _ => e v), ← Finset.sum_filter, Finset.sum_const,
    nsmul_eq_mul, fixedSites]

/-- The number of independent `χ`-modes is the group average of
`conj χ(g) fix(g) det R(g) tr R(g)`. -/
theorem mode_count : (Module.finrank ℂ (modes V R χ) : ℂ) =
    (Fintype.card G : ℂ)⁻¹ * ∑ g : G, conj (χ g : ℂ) *
      (fixedSites V g * (((R g).1.det * (R g).1.trace : ℝ) : ℂ)) := by
  -- the trace of a projection is the dimension of its image
  rw [← (projector_isProj (V := V) R χ).trace, ← Matrix.toLin'_apply',
    LinearMap.trace_eq_matrix_trace ℂ (Pi.basisFun ℂ (V × Fin 3)),
    LinearMap.toMatrix_eq_toMatrix', LinearMap.toMatrix'_toLin', projector,
    Matrix.trace_smul, Matrix.trace_sum, smul_eq_mul]
  simp only [Matrix.trace_smul, trace_momentRep, smul_eq_mul]

/-- The range of the symmetry projector is the space of `χ`-modes, and its rank is the
group average of `conj χ(g) fix(g) det R(g) tr R(g)`. -/
theorem projector_range_and_rank :
    LinearMap.range (projector V R χ).mulVecLin = modes V R χ ∧
    ((projector V R χ).rank : ℂ) = (Fintype.card G : ℂ)⁻¹ * ∑ g : G, conj (χ g : ℂ) *
      (fixedSites V g * (((R g).1.det * (R g).1.trace : ℝ) : ℂ)) := by
  have hp := projector_isProj (V := V) R χ
  have hr : LinearMap.range (projector V R χ).mulVecLin = modes V R χ := by
    ext m
    constructor
    · rintro ⟨x, rfl⟩
      exact hp.map_mem x
    · intro hm
      exact ⟨m, hp.map_id m hm⟩
  exact ⟨hr, by rw [Matrix.rank, hr, mode_count]⟩

/-- If only the identity leaves any site in place, the number of independent `χ`-modes
times the order of the group is three times the number of sites, for every `χ`. -/
theorem general_position_count (hfree : ∀ g : G, g ≠ 1 → ∀ v : V, g • v ≠ v) :
    Fintype.card G * Module.finrank ℂ (modes V R χ) = 3 * Fintype.card V := by
  have hc : (Fintype.card G : ℂ) ≠ 0 := Nat.cast_ne_zero.mpr Fintype.card_ne_zero
  have h := mode_count (V := V) R χ
  rw [Finset.sum_eq_single (1 : G)] at h
  · have h1 : fixedSites V (1 : G) = Fintype.card V := by simp [fixedSites]
    have h2 : (R 1).1 = 1 := by rw [map_one]; rfl
    rw [h1, h2, map_one, Matrix.det_one, Matrix.trace_one] at h
    have h3 : (Fintype.card G : ℂ) * Module.finrank ℂ (modes V R χ) =
        3 * Fintype.card V := by
      rw [h, mul_inv_cancel_left₀ hc]
      simp [mul_comm]
    exact_mod_cast h3
  · intro g _ hg
    have h0 : fixedSites V g = 0 := by simp [fixedSites, hfree g hg]
    simp [h0]
  · intro h'
    exact absurd (Finset.mem_univ _) h'

omit [Fintype G] in
/-- The net moment of a `χ`-mode, turned as an axial vector by `g`, is multiplied
by `χ(g)`. -/
theorem netMoment_covariant {m : V × Fin 3 → ℂ} (hm : m ∈ modes V R χ) (g : G)
    (i : Fin 3) :
    ∑ j, (axial R g i j : ℂ) * netMoment m j = (χ g : ℂ) * netMoment m i := by
  have e : ∀ j, netMoment m j = ∑ v, m (g⁻¹ • v, j) := fun j =>
    (Equiv.sum_comp (MulAction.toPerm g⁻¹ : Equiv.Perm V) fun v => m (v, j)).symm
  have hv : ∀ v, ∑ j, (axial R g i j : ℂ) * m (g⁻¹ • v, j) = (χ g : ℂ) * m (v, i) :=
    fun v => by
      rw [← momentRep_mulVec, hm g, Pi.smul_apply, smul_eq_mul]
  calc ∑ j, (axial R g i j : ℂ) * netMoment m j
      = ∑ j, ∑ v, (axial R g i j : ℂ) * m (g⁻¹ • v, j) := by
        simp only [e, Finset.mul_sum]
    _ = ∑ v, ∑ j, (axial R g i j : ℂ) * m (g⁻¹ • v, j) := Finset.sum_comm
    _ = ∑ v, (χ g : ℂ) * m (v, i) := Finset.sum_congr rfl fun v _ => hv v
    _ = (χ g : ℂ) * netMoment m i := by rw [netMoment, Finset.mul_sum]

/-- Symmetry compensation: if `conj χ(g) det R(g) tr R(g)` sums to zero over the group,
every `χ`-mode has zero net moment. -/
theorem netMoment_eq_zero
    (h0 : ∑ g : G, conj (χ g : ℂ) * (((R g).1.det * (R g).1.trace : ℝ) : ℂ) = 0)
    {m : V × Fin 3 → ℂ} (hm : m ∈ modes V R χ) : netMoment m = 0 := by
  -- the net moment is a χ-mode of a crystal with a single site
  have hM : (fun p : Unit × Fin 3 => netMoment m p.2) ∈ modes Unit R χ := by
    intro g
    ext ⟨u, i⟩
    rw [momentRep_mulVec]
    exact netMoment_covariant R χ hm g i
  have h1 : ∀ g : G, fixedSites Unit g = 1 := fun g => by simp [fixedSites]
  have hd := mode_count (V := Unit) R χ
  simp only [h1, Nat.cast_one, one_mul] at hd
  rw [h0, mul_zero, Nat.cast_eq_zero] at hd
  rw [Submodule.finrank_eq_zero.mp hd, Submodule.mem_bot] at hM
  ext i
  exact congrFun hM ((), i)

end

end MagneticModeCount
```

```lean
#print axioms MagneticModeCount.projector_range_and_rank
-- 'MagneticModeCount.projector_range_and_rank' depends on axioms: [propext, Classical.choice, Quot.sound]
#print axioms MagneticModeCount.general_position_count
-- 'MagneticModeCount.general_position_count' depends on axioms: [propext, Classical.choice, Quot.sound]
#print axioms MagneticModeCount.netMoment_eq_zero
-- 'MagneticModeCount.netMoment_eq_zero' depends on axioms: [propext, Classical.choice, Quot.sound]
```

## From relabelled sums to the dimension count

`momentRep_mulVec` reduces the matrix product to the one site $g^{-1}v$, and `momentRep_comp` gives the composition law. In `projector_isProj`, `Equiv.mulLeft h` performs the relabelling $g\mapsto hg$, and `linear_combination` settles the phase identity. The resulting `IsProj` property says that $P$ maps into the modes and fixes them, which contains idempotency.

`trace_momentRep` computes the character. `mode_count` combines it with Mathlib's theorem on the trace of a projection, and `general_position_count` keeps only the identity term.

`netMoment_covariant` permutes the sites and exchanges two finite sums. `netMoment_eq_zero` then applies `mode_count` with `Unit` as the set of sites: dimension zero forces the net moment to vanish.
